# High-temperature slope of ⟨M²⟩ and the Curie–Weiss temperature of finite Ising systems

Take two Ising spins, s_0 and s_1, each ±1, with energy −J s_0 s_1. At inverse temperature β the two aligned configurations have weight exp(βJ) and M² = 4, where M = s_0 + s_1. The two opposed ones have weight exp(−βJ) and M² = 0. Hence

⟨M²⟩ = 4 exp(βJ) / (exp(βJ) + exp(−βJ)) = 2 (1 + tanh βJ).

At β = 0 this equals 2, the number of spins, and its slope is 2J. The bond appears twice in the slope because M² contains both s_0 s_1 and s_1 s_0.

For n spins with energy −Σ_(i<j) J_ij s_i s_j and arbitrary real couplings J_ij, the value at β = 0 is n and the slope is 2 Σ_(i<j) J_ij. Divided by n, this slope is the Curie–Weiss temperature, in units where Boltzmann's constant is one.

## Spins, weights and averages

In Lean 4 with Mathlib:

```lean
import Mathlib

open Filter Topology

namespace IsingCurieWeiss

noncomputable section

/-- A configuration of `n` Ising spins, each up (`true`) or down (`false`). -/
abbrev Config (n : ℕ) := Fin n → Bool
```

A configuration is a function from the n sites to the two Boolean values. `Fin n` is the set of site labels 0, …, n − 1.

```lean
/-- The value `+1` or `-1` of an Ising spin. -/
def spin (b : Bool) : ℝ := if b then 1 else -1
```

This turns the Boolean into the number s_i = ±1, written `spin (s i)`.

```lean
/-- The sum of `f i j` over all pairs of sites `i < j`. -/
def pairSum {n : ℕ} (f : Fin n → Fin n → ℝ) : ℝ :=
  ∑ i, ∑ j, if i < j then f i j else 0
```

This is Σ_(i<j) f_ij. Both indices run over all sites, and the `if` keeps each pair once.

```lean
/-- The coupling sum `∑_{i<j} J_ij s_i s_j`, which is minus the energy. -/
def coupling {n : ℕ} (J : Fin n → Fin n → ℝ) (s : Config n) : ℝ :=
  pairSum fun i j => J i j * (spin (s i) * spin (s j))
```

Call this quantity K(s) = Σ_(i<j) J_ij s_i s_j. The energy is −K, so a positive J_ij favours alignment. Only entries with i < j enter, and no lattice or range is prescribed. There is no external field.

```lean
/-- The total magnetization `M = ∑ s_i`. -/
def magnetization {n : ℕ} (s : Config n) : ℝ := ∑ i, spin (s i)
```

The magnetization is M = Σ_i s_i.

```lean
/-- The partition function at inverse temperature `β`. -/
def partitionFunction {n : ℕ} (J : Fin n → Fin n → ℝ) (β : ℝ) : ℝ :=
  ∑ s : Config n, Real.exp (β * coupling J s)
```

The partition function is Z(β) = Σ_s exp(βK(s)), a finite sum over 2ⁿ configurations.

```lean
/-- The thermal average of an observable `A` at inverse temperature `β`. -/
def avg {n : ℕ} (J : Fin n → Fin n → ℝ) (β : ℝ) (A : Config n → ℝ) : ℝ :=
  (∑ s, A s * Real.exp (β * coupling J s)) / partitionFunction J β
```

The thermal average is

⟨A⟩ = Σ_s A(s) exp(βK(s)) / Z(β).

```lean
/-- The mean square magnetization `⟨M²⟩` at inverse temperature `β`. -/
def meanSq {n : ℕ} (J : Fin n → Fin n → ℝ) (β : ℝ) : ℝ :=
  avg J β fun s => magnetization s ^ 2
```

`meanSq J` is the function β ↦ ⟨M²⟩; call it g(β).

```lean
/-- The zero-field susceptibility per spin, `⟨M²⟩ / (n T)`, for `n > 0` and `T ≠ 0`,
in units where Boltzmann's constant and the magnetic moment are one. -/
def susceptibility {n : ℕ} (J : Fin n → Fin n → ℝ) (T : ℝ) : ℝ :=
  meanSq J T⁻¹ / (n * T)
```

The susceptibility per spin is χ(T) = g(1/T)/(nT). This fluctuation formula is taken as the definition, not derived from the response to a field. No ⟨M⟩² is subtracted, since ⟨M⟩ = 0 by spin-flip symmetry.

```lean
/-- The Curie-Weiss temperature `(2/n) ∑_{i<j} J_ij`, for `n > 0`. -/
def curieWeissTemperature {n : ℕ} (J : Fin n → Fin n → ℝ) : ℝ :=
  2 * pairSum J / n
```

The Curie–Weiss temperature is θ = (2/n) Σ_(i<j) J_ij. At this point it is only a name; its link to χ comes with the limit theorem below.

## Counting at infinite temperature

```lean
/-- An Ising spin squares to one, and flipping it changes its sign. -/
theorem spin_rules (b : Bool) : spin b * spin b = 1 ∧ spin (!b) = -spin b := by
  cases b <;> simp [spin]
```

In a theorem, the statement stands before `:=` and the proof after it. Here the statement is s² = 1, together with the sign change under a flip. The proof checks both Boolean values.

```lean
/-- A quantity that changes sign when one given spin is flipped sums to zero over all
configurations. -/
theorem sum_eq_zero_of_flip {n : ℕ} (k : Fin n) (f : Config n → ℝ)
    (h : ∀ s, f (Function.update s k (!s k)) = -f s) : ∑ s, f s = 0 := by
  have inv : Function.Involutive
      (fun s : Config n => Function.update s k (!s k)) := by
    intro s
    simp
  have e : ∑ s, f (Function.update s k (!s k)) = ∑ s, f s :=
    Equiv.sum_comp (Function.Involutive.toPerm _ inv) f
  simp only [h, Finset.sum_neg_distrib] at e
  linarith
```

Suppose f changes sign when spin k is flipped. Flipping spin k only permutes the configurations, so

Σ_s f(s) = Σ_s f(flipped s) = −Σ_s f(s),

and the sum is zero. In the code, `inv` says that two flips undo each other, `e` is the first equality, and `linarith` draws the conclusion.

```lean
/-- Summed over all configurations, `s_i s_j` gives `2^n` if `i = j` and zero otherwise. -/
theorem sum_two_spins {n : ℕ} (i j : Fin n) :
    ∑ s : Config n, spin (s i) * spin (s j) = if i = j then 2 ^ n else 0 := by
  by_cases h : i = j
  · subst h
    simp [(spin_rules _).1]
  · rw [if_neg h]
    apply sum_eq_zero_of_flip i
    intro s
    rw [Function.update_self, Function.update_of_ne (Ne.symm h), (spin_rules _).2]
    ring
```

If i = j, every summand is 1 and the sum is 2ⁿ. If i ≠ j, flipping spin i reverses the sign, so the sum is zero. `by_cases` makes this distinction.

```lean
/-- For `k ≠ l`, the sum of `s_i s_j s_k s_l` over all configurations is `2^n` if the pair
`i, j` matches `k, l` in either order, and zero otherwise. -/
theorem sum_four_spins {n : ℕ} {k l : Fin n} (hkl : k ≠ l) (i j : Fin n) :
    ∑ s : Config n, spin (s i) * spin (s j) * (spin (s k) * spin (s l)) =
      2 ^ n * ((if i = k then 1 else 0) * (if j = l then 1 else 0) +
        (if i = l then 1 else 0) * (if j = k then 1 else 0)) := by
  by_cases hik : i = k
  · subst hik
    have e : ∀ s : Config n, spin (s i) * spin (s j) * (spin (s i) * spin (s l)) =
        spin (s j) * spin (s l) := fun s => by
      linear_combination (spin (s j) * spin (s l)) * (spin_rules (s i)).1
    simp only [e, sum_two_spins]
    simp [hkl]
  by_cases hil : i = l
  · subst hil
    have e : ∀ s : Config n, spin (s i) * spin (s j) * (spin (s k) * spin (s i)) =
        spin (s j) * spin (s k) := fun s => by
      linear_combination (spin (s j) * spin (s k)) * (spin_rules (s i)).1
    simp only [e, sum_two_spins]
    simp [hik]
  simp only [if_neg hik, if_neg hil, zero_mul, add_zero, mul_zero]
  by_cases hij : i = j
  · subst hij
    simp only [(spin_rules _).1, one_mul, sum_two_spins, if_neg hkl]
  · -- the spin at `i` occurs once only
    apply sum_eq_zero_of_flip i
    intro s
    rw [Function.update_self, Function.update_of_ne (Ne.symm hij),
      Function.update_of_ne (Ne.symm hik), Function.update_of_ne (Ne.symm hil),
      (spin_rules _).2]
    ring
```

For k ≠ l, write δ_ab for 1 if a = b and 0 otherwise. The claim is

Σ_s s_i s_j s_k s_l = 2ⁿ (δ_ik δ_jl + δ_il δ_jk).

The proof follows the site i:

- If i = k, then s_i² = 1 leaves s_j s_l, which is the two-spin case.
- If i = l, it leaves s_j s_k in the same way.
- If i is neither but i = j, it leaves s_k s_l, whose sum vanishes because k ≠ l.
- Otherwise s_i occurs once, and flipping it gives zero.

```lean
/-- The sum of `M² w` over configurations splits into sums of `s_i s_j w`. -/
theorem sum_sq_magnetization_mul {n : ℕ} (w : Config n → ℝ) :
    ∑ s, magnetization s ^ 2 * w s =
      ∑ i, ∑ j, ∑ s : Config n, spin (s i) * spin (s j) * w s := by
  have hM : ∀ s : Config n,
      magnetization s ^ 2 = ∑ i, ∑ j, spin (s i) * spin (s j) := fun s => by
    rw [magnetization, sq, Finset.sum_mul_sum]
  simp only [hM, Finset.sum_mul]
  rw [Finset.sum_comm]
  refine Finset.sum_congr rfl fun i _ => ?_
  rw [Finset.sum_comm]
```

For any function w of the configuration, expanding M² = Σ_i Σ_j s_i s_j and exchanging finite sums gives

Σ_s M² w = Σ_i Σ_j Σ_s s_i s_j w.

`Finset.sum_comm` performs the exchanges.

```lean
/-- If the sum of `A s_k s_l` over configurations is the same number `c` for all pairs
`k < l`, then the sum of `A` times the coupling sum is `c ∑_{k<l} J_kl`. -/
theorem sum_mul_coupling {n : ℕ} (J : Fin n → Fin n → ℝ) (A : Config n → ℝ) (c : ℝ)
    (hA : ∀ k l, k < l → ∑ s, A s * (spin (s k) * spin (s l)) = c) :
    ∑ s, A s * coupling J s = c * pairSum J := by
  simp only [coupling, pairSum, Finset.mul_sum]
  rw [Finset.sum_comm]
  refine Finset.sum_congr rfl fun k _ => ?_
  rw [Finset.sum_comm]
  refine Finset.sum_congr rfl fun l _ => ?_
  by_cases h : k < l
  · simp only [if_pos h]
    rw [← hA k l h, Finset.sum_mul]
    exact Finset.sum_congr rfl fun s _ => by ring
  · simp [h]
```

If Σ_s A s_k s_l has the same value c for every pair k < l, then

Σ_s A K = Σ_(k<l) J_kl Σ_s A s_k s_l = c Σ_(k<l) J_kl.

## The derivative of a thermal average

```lean
/-- At every `β`, the derivative of a thermal average `⟨A⟩` is the covariance of `A` with
the coupling sum. -/
theorem hasDerivAt_avg {n : ℕ} (J : Fin n → Fin n → ℝ) (A : Config n → ℝ) (β : ℝ) :
    HasDerivAt (fun b => avg J b A)
      (avg J β (fun s => A s * coupling J s) - avg J β A * avg J β (coupling J)) β := by
  have hZ : partitionFunction J β ≠ 0 :=
    (Finset.sum_pos (fun s _ => Real.exp_pos _) Finset.univ_nonempty).ne'
  have hexp : ∀ s : Config n, HasDerivAt (fun b => Real.exp (b * coupling J s))
      (Real.exp (β * coupling J s) * coupling J s) β :=
    fun s => (hasDerivAt_mul_const (coupling J s)).exp
  have hN : HasDerivAt (fun b => ∑ s, A s * Real.exp (b * coupling J s))
      (∑ s, A s * coupling J s * Real.exp (β * coupling J s)) β :=
    (HasDerivAt.fun_sum fun s _ => (hexp s).const_mul (A s)).congr_deriv
      (Finset.sum_congr rfl fun s _ => by ring)
  have hD : HasDerivAt (fun b => partitionFunction J b)
      (∑ s, coupling J s * Real.exp (β * coupling J s)) β :=
    (HasDerivAt.fun_sum fun s _ => hexp s).congr_deriv
      (Finset.sum_congr rfl fun s _ => by ring)
  refine (hN.fun_div hD hZ).congr_deriv ?_
  have key : ∀ a b c z : ℝ, z ≠ 0 →
      (a * z - b * c) / z ^ 2 = a / z - b / z * (c / z) := fun a b c z hz => by
    rw [sq, sub_div, mul_div_mul_right _ _ hz, div_mul_div_comm]
  exact key _ _ _ _ hZ
```

`HasDerivAt f d x` says that f is differentiable at x with derivative d. The statement holds at every β:

d⟨A⟩/dβ = ⟨AK⟩ − ⟨A⟩⟨K⟩.

Write ⟨A⟩ = N/Z with N = Σ_s A exp(βK). Term by term, N′ = Σ_s A K exp(βK) and Z′ = Σ_s K exp(βK). The quotient rule gives

(N′Z − N Z′)/Z² = N′/Z − (N/Z)(Z′/Z),

which is the covariance. In the proof, `hN` and `hD` are the two derivatives, `hZ` says that Z ≠ 0 because it is a sum of positive terms, and `key` is the last rearrangement.

## Value and slope at β = 0

```lean
/-- For `n` Ising spins, `⟨M²⟩` equals `n` at `β = 0` and has derivative
`2 ∑_{i<j} J_ij` there. -/
theorem meanSq_high_temperature {n : ℕ} (J : Fin n → Fin n → ℝ) :
    meanSq J 0 = n ∧ HasDerivAt (meanSq J) (2 * pairSum J) 0 := by
  have hp : (2 : ℝ) ^ n ≠ 0 := by positivity
  have hz : ∀ A : Config n → ℝ, avg J 0 A = (∑ s, A s) / 2 ^ n := fun A => by
    simp [avg, partitionFunction]
  have h2 := sum_sq_magnetization_mul (n := n) (fun _ => 1)
  simp only [mul_one, sum_two_spins, Finset.sum_ite_eq, Finset.mem_univ, if_true,
    Finset.sum_const, Finset.card_univ, Fintype.card_fin, nsmul_eq_mul] at h2
  -- the mean coupling sum vanishes at infinite temperature
  have hE : ∑ s, coupling J s = 0 := by
    have h := sum_mul_coupling J (fun _ => 1) 0 (fun k l h => by
      simp only [one_mul, sum_two_spins, if_neg h.ne])
    simpa only [one_mul, zero_mul] using h
  -- each bond is met twice in `M²`
  have hME := sum_mul_coupling J (fun s => magnetization s ^ 2) (2 * 2 ^ n)
    (fun k l h => by
      rw [sum_sq_magnetization_mul (fun s => spin (s k) * spin (s l))]
      simp only [sum_four_spins h.ne, mul_add, Finset.sum_add_distrib, ← Finset.mul_sum,
        Finset.sum_ite_eq', Finset.mem_univ, if_true, mul_one]
      ring)
  refine ⟨by rw [meanSq, hz, h2, mul_div_cancel_right₀ _ hp], ?_⟩
  refine (hasDerivAt_avg J (fun s => magnetization s ^ 2) 0).congr_deriv ?_
  rw [hz, hz (coupling J), hE, hME, zero_div, mul_zero, sub_zero, div_eq_iff hp]
  ring
```

The symbol `∧` joins the two claims, g(0) = n and g′(0) = 2 Σ_(i<j) J_ij. At β = 0 all weights are 1, so an average is a plain sum divided by 2ⁿ (`hz`). Three averages are needed there.

First, by the two-spin sums (`h2`),

⟨M²⟩ = Σ_i Σ_j δ_ij = n.

Second, ⟨K⟩ = 0, because K contains only products of distinct spins (`hE`).

Third, for each pair k < l, the four-spin sums give

Σ_s M² s_k s_l = 2ⁿ Σ_i Σ_j (δ_ik δ_jl + δ_il δ_jk) = 2 · 2ⁿ,

so ⟨M²K⟩ = 2 Σ_(k<l) J_kl (`hME`).

Inserting these into the covariance with A = M² yields

g′(0) = 2 Σ_(k<l) J_kl − n · 0.

In a simulation of a finite classical Ising model in zero field, the sampled ⟨M²⟩ should therefore leave n with this slope as β grows from zero.

The same argument works for a staggered magnetization Σ_i ε_i s_i with fixed signs ε_i = ±1: its mean square starts at n with slope 2 Σ_(i<j) ε_i ε_j J_ij. This variant is left to the reader and is not part of the code.

## From the slope to the Curie–Weiss temperature

```lean
/-- Curie-Weiss law at high temperature: for `n > 0` spins, `T - 1/χ(T)` tends to the
Curie-Weiss temperature as `T → ∞`. -/
theorem curieWeiss_law {n : ℕ} (hn : 0 < n) (J : Fin n → Fin n → ℝ) :
    Tendsto (fun T => T - 1 / susceptibility J T) atTop
      (𝓝 (curieWeissTemperature J)) := by
  obtain ⟨h0, hd⟩ := meanSq_high_temperature J
  have hn' : (n : ℝ) ≠ 0 := by positivity
  have hT : Tendsto (fun T : ℝ => T⁻¹) atTop (𝓝[≠] 0) :=
    tendsto_nhdsWithin_iff.mpr ⟨tendsto_inv_atTop_zero,
      (eventually_gt_atTop 0).mono fun T hT => by simpa using hT.ne'⟩
  have hs := (hasDerivAt_iff_tendsto_slope_zero.mp hd).comp hT
  have hg : Tendsto (fun T : ℝ => meanSq J T⁻¹) atTop (𝓝 (n : ℝ)) := by
    rw [← h0]
    exact hd.continuousAt.tendsto.comp tendsto_inv_atTop_zero
  -- `T - 1/χ` is the difference quotient of `⟨M²⟩` divided by `⟨M²⟩`
  refine (hs.div hg hn').congr' ?_
  filter_upwards [hg.eventually_ne hn'] with T hgT
  simp only [Pi.div_apply, Function.comp_apply, zero_add, smul_eq_mul, inv_inv, h0,
    susceptibility]
  rw [one_div_div, eq_sub_iff_add_eq, ← add_div, div_eq_iff hgT]
  ring
```

`Tendsto … atTop (𝓝 …)` is a limit as T → ∞. For a fixed number n > 0 of spins, T − 1/χ(T) → θ. With β = 1/T and 1/χ = nT/g(β),

T − 1/χ = T (g(β) − n)/g(β) = [(g(β) − g(0))/β] / g(β).

The numerator tends to g′(0) (`hs`) and the denominator to n (`hg`), so the limit is 2 Σ_(i<j) J_ij / n = θ. The `filter_upwards` step establishes the identity for all sufficiently large T, where g(β) ≠ 0.

Thus 1/χ approaches the straight line T − θ as T grows, and this line meets the T axis at θ. This is the asymptotic content of the Curie–Weiss law. The form χ = 1/(T − θ) is not claimed at any finite temperature, and θ is not shown to mark a phase transition.

## Equal total coupling at every site

```lean
/-- If the couplings of `n > 0` spins are symmetric without self-coupling, and those of each
site add up to `q`, then the Curie-Weiss temperature is `q`. -/
theorem curieWeissTemperature_uniform {n : ℕ} (hn : 0 < n) (J : Fin n → Fin n → ℝ) (q : ℝ)
    (hsymm : ∀ i j, J i j = J j i) (hdiag : ∀ i, J i i = 0)
    (hrow : ∀ i, ∑ j, J i j = q) : curieWeissTemperature J = q := by
  have hn' : (n : ℝ) ≠ 0 := by positivity
  have hswap : ∑ i, ∑ j, (if j < i then J i j else 0) = pairSum J := by
    rw [Finset.sum_comm]
    refine Finset.sum_congr rfl fun i _ => Finset.sum_congr rfl fun j _ => ?_
    rw [hsymm j i]
  have hsplit : ∑ i, ∑ j, J i j = pairSum J + pairSum J := by
    calc ∑ i, ∑ j, J i j
        = ∑ i, ∑ j, ((if i < j then J i j else 0) + (if j < i then J i j else 0)) := by
          refine Finset.sum_congr rfl fun i _ => Finset.sum_congr rfl fun j _ => ?_
          rcases lt_trichotomy i j with h | h | h
          · rw [if_pos h, if_neg (lt_asymm h), add_zero]
          · subst h
            simp [hdiag]
          · rw [if_neg (lt_asymm h), if_pos h, zero_add]
      _ = pairSum J + pairSum J := by
          simp only [Finset.sum_add_distrib]
          rw [hswap]
          rfl
  simp only [hrow, Finset.sum_const, Finset.card_univ, Fintype.card_fin,
    nsmul_eq_mul] at hsplit
  rw [curieWeissTemperature, div_eq_iff hn']
  linarith

end

end IsingCurieWeiss
```

Here J is a symmetric matrix with zero diagonal, and each row sums to q. Physically, every site feels the same total coupling, as on a periodic lattice where each site is coupled to z neighbours with the same strength v, so that q = zv. Summing all entries in two ways gives

nq = Σ_(i<j) J_ij + Σ_(j<i) J_ij = 2 Σ_(i<j) J_ij,

so θ = q. `hsplit` separates the two triangles of the matrix, and `hswap` uses symmetry to identify them.

Without any condition on the diagonal the statement fails already for one spin: with J_00 = 1 the row sum is q = 1, but there are no pairs and θ = 0. For a symmetric J with equal row sums, it is enough that the diagonal entries add up to zero.

```lean
#print axioms IsingCurieWeiss.curieWeiss_law
-- 'IsingCurieWeiss.curieWeiss_law' depends on axioms: [propext, Classical.choice, Quot.sound]
#print axioms IsingCurieWeiss.curieWeissTemperature_uniform
-- 'IsingCurieWeiss.curieWeissTemperature_uniform' depends on axioms: [propext, Classical.choice, Quot.sound]
```
